# The vectorised identity is a left null vector of the Lindblad matrix, so in every finite dimension $d\ge 1$ a nonzero stationary matrix exists

Q: Suppose I build the $d^2\times d^2$ matrix $L$ of a master equation and solve $L\,\mathrm{vec}(X)=0$ for a steady state. If $L$ is invertible, I get only $X=0$. And if I misplace a transpose in the jump term, probability can leak: for a decaying qubit and row-major vectorisation, writing $K\otimes K^\dagger$ where $K\otimes\overline K$ belongs removes population from the excited state and never delivers it to the ground state. What protects the correct $L$ from both troubles?

A: One row vector does. Take a $d\times d$ Hamiltonian $H$ and finitely many jump matrices $K_a$, with $\hbar=1$ and the rates absorbed into the $K_a$. The generator is

$$\mathcal L(X)=-i(HX-XH)+\sum_a\Big(K_aXK_a^\dagger-\tfrac12\big(K_a^\dagger K_aX+XK_a^\dagger K_a\big)\Big).$$

Write $\mathrm{vec}(X)$ for the row-major list of entries, $\mathrm{vec}(X)_{(i,j)}=X_{ij}$. For any matrices $A$ and $B$,

$$\big[(A\otimes B^T)\,\mathrm{vec}(X)\big]_{(i,j)}=\sum_{k,l}A_{ik}B_{lj}X_{kl}=(AXB)_{ij}.$$

Translating each term of $\mathcal L$ by this rule gives

$$L=-i(H\otimes 1-1\otimes H^T)+\sum_a\Big(K_a\otimes\overline{K_a}-\tfrac12\big(K_a^\dagger K_a\otimes 1+1\otimes(K_a^\dagger K_a)^T\big)\Big),$$

and hence $L\,\mathrm{vec}(X)=\mathrm{vec}(\mathcal L(X))$.

Q: Where does the row vector come in?

A: Through the trace. Cyclicity gives $\mathrm{tr}(HX)=\mathrm{tr}(XH)$, so the commutator is traceless. It also gives $\mathrm{tr}(K_aXK_a^\dagger)=\mathrm{tr}(K_a^\dagger K_aX)=\mathrm{tr}(XK_a^\dagger K_a)$, so each jump contributes $1-\tfrac12(1+1)=0$ times that trace. Thus $\mathrm{tr}\,\mathcal L(X)=0$ for every $X$. Now

$$\mathrm{vec}(1)^T\mathrm{vec}(X)=\sum_{i,j}\delta_{ij}X_{ij}=\mathrm{tr}\,X,$$

so $\mathrm{vec}(1)^TL\,\mathrm{vec}(X)=\mathrm{tr}\,\mathcal L(X)=0$. Choosing $X$ with a single entry 1 and zeros elsewhere picks out one component of $\mathrm{vec}(1)^TL$ at a time, so all of them vanish.

For $d\ge1$ the vector $\mathrm{vec}(1)$ is nonzero. A square matrix with a nonzero left null vector has determinant zero, and therefore also a nonzero right null vector $v$. Setting $X_{ij}=v_{(i,j)}$ gives $X\neq0$ with $\mathcal L(X)=0$.

Q: That $X$ could be any complex matrix. I want at least a Hermitian one.

A: This is where $H=H^\dagger$ is used. The adjoint of the commutator term is

$$\big(-i(HX-XH)\big)^\dagger=i(X^\dagger H-HX^\dagger)=-i(HX^\dagger-X^\dagger H).$$

In the jump part, $(K_aXK_a^\dagger)^\dagger=K_aX^\dagger K_a^\dagger$, and the two loss terms exchange places. So $\mathcal L(X)^\dagger=\mathcal L(X^\dagger)$, and $X^\dagger$ is stationary too. If $X+X^\dagger\ne0$, that sum is a Hermitian stationary matrix. If it is zero, then $X^\dagger=-X$, and $iX$ is Hermitian because $(iX)^\dagger=-iX^\dagger=iX$.

Q: Now the formal version. What are the basis and the set of jumps?

A: The basis is a finite type `n`, so $d$ is its number of elements, and the jumps are labelled by a finite type `ι`, which may be empty.

```lean
import Mathlib

open Matrix
open scoped Kronecker

namespace LindbladKronecker

noncomputable section

variable {n ι : Type*} [Fintype n] [DecidableEq n] [Fintype ι]
```

Q: And the vectorisation convention?

A: It is fixed by `rowVec`, which reads the pair `(i, j)` as row and column. There is no complex conjugation in it. A code that stacks columns instead has the two factors of every Kronecker product in $L$ exchanged.

```lean
/-- Row-major vectorisation: the entries of a matrix listed by row and column. -/
def rowVec (X : Matrix n n ℂ) : n × n → ℂ := fun p => X p.1 p.2
```

The generator is then the formula above, with `ᴴ` for the adjoint.

```lean
/-- The Lindblad generator with Hamiltonian `H` and jump matrices `K a`, acting on `X`. -/
def lindblad (H : Matrix n n ℂ) (K : ι → Matrix n n ℂ) (X : Matrix n n ℂ) :
    Matrix n n ℂ :=
  (-Complex.I) • (H * X - X * H) +
    ∑ a, (K a * X * (K a)ᴴ -
      (1 / 2 : ℂ) • ((K a)ᴴ * K a * X + X * ((K a)ᴴ * K a)))
```

Q: If $L$ were defined as "whatever represents `lindblad`", the theorem would tell me nothing about the matrix I assemble in code.

A: It is defined independently, as the explicit sum of Kronecker products. The factor `((K a)ᴴ)ᵀ` is the entrywise conjugate $\overline{K_a}$.

```lean
/-- The Liouvillian matrix, assembled from Kronecker products of `H` and the `K a`. -/
def liouvillian (H : Matrix n n ℂ) (K : ι → Matrix n n ℂ) :
    Matrix (n × n) (n × n) ℂ :=
  (-Complex.I) • (H ⊗ₖ (1 : Matrix n n ℂ) - (1 : Matrix n n ℂ) ⊗ₖ Hᵀ) +
    ∑ a, (K a ⊗ₖ ((K a)ᴴ)ᵀ -
      (1 / 2 : ℂ) • (((K a)ᴴ * K a) ⊗ₖ (1 : Matrix n n ℂ) +
        (1 : Matrix n n ℂ) ⊗ₖ ((K a)ᴴ * K a)ᵀ))
```

The main theorem, `exists_hermitian_stationary`, assumes `[Nonempty n]`, which is $d\ge1$, and `H.IsHermitian`. It concludes two things: `rowVec 1 ᵥ* liouvillian H K = 0`, where `ᵥ*` is a row vector times a matrix, and the existence of an `X` that is nonzero, Hermitian and satisfies `lindblad H K X = 0`.

Q: A steady state is a density matrix. I see neither positivity nor unit trace.

A: Neither is claimed, and neither is uniqueness. The trace of a stationary matrix can even vanish: with $H=0$ and no jumps everything is stationary, including $\sigma_z$. "Stationary" here means $\mathcal L(X)=0$ for a time-independent generator on a finite-dimensional space; no time evolution is constructed.

Q: Does the left null vector need Hermitian $H$?

A: Not with this commutator, which is traceless for any $H$. The hypothesis stands for closed-system dynamics that is unitary. An effective non-Hermitian Hamiltonian would normally enter as $-i(HX-XH^\dagger)$, which is a different generator and need not preserve the trace.

Q: Would a physicist not rather treat $\mathcal L$ as a linear map on matrices?

A: That is a sound alternative. With $\mathcal L$ as a linear map, its range lies in the traceless matrices, so it is not surjective, and rank–nullity gives a nonzero kernel. The Kronecker products would disappear, and with them any statement about the array that a program stores. The version here keeps that array, at the price of proving that it represents the generator.

Q: Then show me that proof.

A: It starts with the rule for $AXB$. After the definitions are unfolded, both sides are double sums over $k$ and $l$; `Finset.sum_comm` exchanges the order and `ring` reorders the factors.

```lean
omit [DecidableEq n] in
/-- Multiplying `X` by `A` on the left and `B` on the right is, in row-major form,
the action of the Kronecker product of `A` with the transpose of `B`. -/
theorem kronecker_mulVec_rowVec (A B X : Matrix n n ℂ) :
    (A ⊗ₖ Bᵀ) *ᵥ rowVec X = rowVec (A * X * B) := by
  ext ⟨i, j⟩
  simp only [Matrix.mulVec, dotProduct, rowVec, Matrix.kroneckerMap_apply,
    Matrix.transpose_apply, Matrix.mul_apply, Fintype.sum_prod_type, Finset.sum_mul]
  rw [Finset.sum_comm]
  exact Finset.sum_congr rfl fun _ _ => Finset.sum_congr rfl fun _ _ => by ring
```

The full matrix follows term by term. The helper `hl` is the case $B=1$, while `hs` and `hsum` carry scalars and the sum over jumps through the matrix–vector product. The last lines compare entries.

```lean
/-- The Liouvillian matrix represents the Lindblad generator on vectorised matrices. -/
theorem liouvillian_mulVec (H : Matrix n n ℂ) (K : ι → Matrix n n ℂ)
    (X : Matrix n n ℂ) :
    liouvillian H K *ᵥ rowVec X = rowVec (lindblad H K X) := by
  have hl (A : Matrix n n ℂ) :
      (A ⊗ₖ (1 : Matrix n n ℂ)) *ᵥ rowVec X = rowVec (A * X) := by
    simpa using kronecker_mulVec_rowVec A 1 X
  have hs (c : ℂ) (M : Matrix (n × n) (n × n) ℂ) :
      (c • M) *ᵥ rowVec X = c • (M *ᵥ rowVec X) := by
    ext p
    simp [Matrix.mulVec, dotProduct, Finset.mul_sum, mul_assoc]
  have hsum (f : ι → Matrix (n × n) (n × n) ℂ) :
      (∑ a, f a) *ᵥ rowVec X = ∑ a, f a *ᵥ rowVec X := by
    ext p
    simp only [Matrix.mulVec, dotProduct, Matrix.sum_apply, Finset.sum_apply,
      Finset.sum_mul]
    exact Finset.sum_comm
  -- translate each Kronecker term, then compare entries
  simp only [liouvillian, Matrix.add_mulVec, Matrix.sub_mulVec, hs, hsum, hl,
    kronecker_mulVec_rowVec, one_mul]
  ext ⟨i, j⟩
  simp only [rowVec, lindblad, Pi.add_apply, Pi.sub_apply, Pi.smul_apply,
    Finset.sum_apply, Matrix.add_apply, Matrix.sub_apply, Matrix.smul_apply,
    Matrix.sum_apply]
```

Q: And trace preservation?

A: `Matrix.trace_mul_comm` removes the commutator. For each jump, `Matrix.trace_mul_cycle` turns the gain term into $\mathrm{tr}(K_a^\dagger K_aX)$, and `ring` does the subtraction $1-\tfrac12(1+1)$.

```lean
omit [DecidableEq n] in
/-- The Lindblad generator produces only traceless matrices. -/
theorem trace_lindblad (H : Matrix n n ℂ) (K : ι → Matrix n n ℂ)
    (X : Matrix n n ℂ) : (lindblad H K X).trace = 0 := by
  unfold lindblad
  rw [Matrix.trace_add, Matrix.trace_smul, Matrix.trace_sub, Matrix.trace_mul_comm H X,
    sub_self, smul_zero, zero_add, Matrix.trace_sum]
  refine Finset.sum_eq_zero fun a _ => ?_
  -- gain and loss cancel by cyclicity
  rw [Matrix.trace_sub, Matrix.trace_smul, Matrix.trace_add,
    Matrix.trace_mul_cycle (K a) X, Matrix.trace_mul_comm X ((K a)ᴴ * K a), smul_eq_mul]
  ring
```

The row-vector identity combines these results. `ht` says that pairing with $\mathrm{vec}(1)$ is the trace. The local `X` has its single entry 1 at position `p`, and `Matrix.dotProduct_mulVec` moves $L$ from the right vector to the left one, leaving component `p` of $\mathrm{vec}(1)^TL$.

```lean
/-- The vectorised identity annihilates the Liouvillian matrix from the left. -/
theorem identity_vecMul_liouvillian (H : Matrix n n ℂ) (K : ι → Matrix n n ℂ) :
    rowVec (1 : Matrix n n ℂ) ᵥ* liouvillian H K = 0 := by
  have ht (X : Matrix n n ℂ) : rowVec (1 : Matrix n n ℂ) ⬝ᵥ rowVec X = X.trace := by
    simp [rowVec, dotProduct, Fintype.sum_prod_type, Matrix.one_apply, Matrix.trace]
  ext p
  -- test the row vector on the basis vector at p
  let X : Matrix n n ℂ := Matrix.of fun i j => (Pi.single p (1 : ℂ) : n × n → ℂ) (i, j)
  have hX : rowVec X = Pi.single p (1 : ℂ) := rfl
  have h := ht (lindblad H K X)
  rw [trace_lindblad, ← liouvillian_mulVec, Matrix.dotProduct_mulVec, hX] at h
  simpa using h
```

The adjoint relation is the computation with $H=H^\dagger$. The goal splits into the commutator part, where `module` settles the signs, and the jump part, where the two loss terms are swapped back.

```lean
omit [DecidableEq n] in
/-- For a Hermitian Hamiltonian the Lindblad generator commutes with the adjoint. -/
theorem lindblad_conjTranspose {H : Matrix n n ℂ} (hH : H.IsHermitian)
    (K : ι → Matrix n n ℂ) (X : Matrix n n ℂ) :
    lindblad H K Xᴴ = (lindblad H K X)ᴴ := by
  have h1 : star (-Complex.I) = Complex.I := by simp
  have h2 : star (1 / 2 : ℂ) = 1 / 2 := by simp
  simp only [lindblad, Matrix.conjTranspose_add, Matrix.conjTranspose_smul,
    Matrix.conjTranspose_sub, Matrix.conjTranspose_sum, Matrix.conjTranspose_mul,
    Matrix.conjTranspose_conjTranspose, hH.eq, h1, h2]
  congr 1
  · module
  · refine Finset.sum_congr rfl fun a _ => ?_
    rw [mul_assoc (K a) Xᴴ, add_comm (Xᴴ * ((K a)ᴴ * K a))]
```

Q: The step I would press on is the jump from a left null vector to a right one. The two can look quite different.

A: They can, and the determinant is what connects them. Mathlib's `Matrix.exists_vecMul_eq_zero_iff` says that a square matrix has a nonzero left null vector exactly when its determinant is zero; `Matrix.exists_mulVec_eq_zero_iff` says the same for right null vectors. The proof uses the first from left to right (`.mp`), obtaining `hdet`, and the second from right to left (`.mpr`), obtaining `v`. Rows and columns of `liouvillian H K` are both labelled by `n × n`, so the determinant is available without numbering the pairs. The argument gives existence only: it doesn't tell you which $X$ you get.

```lean
/-- For a Hermitian Hamiltonian in dimension at least one, the vectorised identity is a left null
vector of the Liouvillian matrix, and the Lindblad generator has a nonzero Hermitian stationary
matrix. -/
theorem exists_hermitian_stationary [Nonempty n] {H : Matrix n n ℂ}
    (hH : H.IsHermitian) (K : ι → Matrix n n ℂ) :
    rowVec (1 : Matrix n n ℂ) ᵥ* liouvillian H K = 0 ∧
      ∃ X : Matrix n n ℂ, X ≠ 0 ∧ X.IsHermitian ∧ lindblad H K X = 0 := by
  refine ⟨identity_vecMul_liouvillian H K, ?_⟩
  have hone : rowVec (1 : Matrix n n ℂ) ≠ 0 := by
    intro h
    obtain ⟨i⟩ := ‹Nonempty n›
    have := congrFun h (i, i)
    simp [rowVec] at this
  -- a left null vector forces a right null vector
  have hdet : (liouvillian H K).det = 0 :=
    Matrix.exists_vecMul_eq_zero_iff.mp ⟨_, hone, identity_vecMul_liouvillian H K⟩
  obtain ⟨v, hv, hLv⟩ := Matrix.exists_mulVec_eq_zero_iff.mpr hdet
  have back (Y : Matrix n n ℂ) (h : liouvillian H K *ᵥ rowVec Y = 0) :
      lindblad H K Y = 0 := by
    rw [liouvillian_mulVec] at h
    ext i j
    exact congrFun h (i, j)
  let X : Matrix n n ℂ := Matrix.of fun i j => v (i, j)
  have hLX : liouvillian H K *ᵥ rowVec X = 0 := hLv
  have hX : X ≠ 0 := by
    intro h
    apply hv
    ext ⟨i, j⟩
    exact congrFun (congrFun h i) j
  have hLX' : liouvillian H K *ᵥ rowVec Xᴴ = 0 := by
    rw [liouvillian_mulVec, lindblad_conjTranspose hH, back X hLX,
      Matrix.conjTranspose_zero]
    rfl
  by_cases hs : X + Xᴴ = 0
  · -- X is anti-Hermitian, so iX is Hermitian
    have hanti : Xᴴ = -X := (neg_eq_of_add_eq_zero_right hs).symm
    refine ⟨Complex.I • X, smul_ne_zero Complex.I_ne_zero hX, ?_, back _ ?_⟩
    · change (Complex.I • X)ᴴ = Complex.I • X
      rw [Matrix.conjTranspose_smul, hanti]
      simp
    · change liouvillian H K *ᵥ (Complex.I • rowVec X) = 0
      rw [Matrix.mulVec_smul, hLX, smul_zero]
  · refine ⟨X + Xᴴ, hs, ?_, back _ ?_⟩
    · change (X + Xᴴ)ᴴ = X + Xᴴ
      rw [Matrix.conjTranspose_add, Matrix.conjTranspose_conjTranspose, add_comm]
    · change liouvillian H K *ᵥ (rowVec X + rowVec Xᴴ) = 0
      rw [Matrix.mulVec_add, hLX, hLX', add_zero]
```

In the rest of that proof, `hone` uses a diagonal entry to show $\mathrm{vec}(1)\ne0$, and `back` turns a vector equation into a matrix equation. The `by_cases` line is the choice between $X+X^\dagger$ and $iX$.

Q: What does this change for someone computing steady states?

A: For a finite-dimensional, time-independent Lindblad model, the rows of $L$ labelled $(i,i)$ sum to zero. One of those equations therefore follows from the others, and its place can be given to the normalisation $\mathrm{tr}\,X=1$. If the stationary matrix is not unique up to a factor, the new system is still singular.

Q: The left null vector is the identity. Is the identity also stationary?

A: Only if the commutators of the jumps with their adjoints add up to zero. Setting $X=1$ removes the Hamiltonian term and leaves

$$\mathcal L(1)=\sum_a\big(K_aK_a^\dagger-K_a^\dagger K_a\big).$$

The maximally mixed state $1/d$ is thus stationary when every $K_a$ is Hermitian, for instance, as in pure dephasing. In Lean, `module` combines the two halves of the loss term.

```lean
/-- On the identity the generator equals the sum of the commutators of the jump
matrices with their adjoints. -/
theorem lindblad_one (H : Matrix n n ℂ) (K : ι → Matrix n n ℂ) :
    lindblad H K 1 = ∑ a, (K a * (K a)ᴴ - (K a)ᴴ * K a) := by
  simp only [lindblad, mul_one, one_mul, sub_self, smul_zero, zero_add]
  exact Finset.sum_congr rfl fun a _ => by module
```

Q: Give me a case where the identity fails and I can see the stationary matrix.

A: Take a qubit with ground state $|0\rangle$ and excited state $|1\rangle$, described in the frame rotating at its transition frequency, so that $H=0$. Let it have one jump $K=g\,|0\rangle\langle1|$ with $g\neq0$. The number $g$ is a decay amplitude, so $|g|^2$ is the decay rate of the excited state. Then $KXK^\dagger=|g|^2X_{11}|0\rangle\langle0|$ and $K^\dagger K=|g|^2|1\rangle\langle1|$, which gives

$$\mathcal L(X)=|g|^2\begin{pmatrix}X_{11}&-X_{01}/2\\-X_{10}/2&-X_{11}\end{pmatrix}.$$

This vanishes exactly when $X_{01}=X_{10}=X_{11}=0$, so the stationary matrices are the multiples of $|0\rangle\langle0|$. Normalising the trace to one leaves the ground-state projector, which is a genuine density matrix.

In the proof, `hf` is the displayed formula, checked entry by entry. The forward direction reads off three entries and uses `hg` to divide by the rate; the reverse direction substitutes the three zeros.

```lean
/-- For a qubit with zero Hamiltonian and one decay jump of nonzero amplitude `g`, the
stationary matrices are exactly those supported on the first diagonal entry. -/
theorem decay_stationary_iff {g : ℂ} (hg : g ≠ 0) (X : Matrix (Fin 2) (Fin 2) ℂ) :
    lindblad 0 (fun _ : Unit => !![0, g; 0, 0]) X = 0 ↔ X = !![X 0 0, 0; 0, 0] := by
  have hf : lindblad 0 (fun _ : Unit => !![0, g; 0, 0]) X =
      (g * star g) • !![X 1 1, -X 0 1 / 2; -X 1 0 / 2, -X 1 1] := by
    ext i j
    -- expand the products into entries before choosing the indices
    simp only [lindblad, Matrix.add_apply, Matrix.sub_apply, Matrix.smul_apply,
      Matrix.sum_apply, Matrix.mul_apply, Matrix.conjTranspose_apply, Fin.sum_univ_two]
    fin_cases i <;> fin_cases j <;> simp <;> ring
  rw [hf]
  constructor
  · intro h
    have h01 : X 0 1 = 0 := by simpa [hg] using congrFun (congrFun h 0) 1
    have h10 : X 1 0 = 0 := by simpa [hg] using congrFun (congrFun h 1) 0
    have h11 : X 1 1 = 0 := by simpa [hg] using congrFun (congrFun h 1) 1
    ext i j
    fin_cases i <;> fin_cases j <;> simp [h01, h10, h11]
  · intro h
    have h01 : X 0 1 = 0 := by simpa using congrFun (congrFun h 0) 1
    have h10 : X 1 0 = 0 := by simpa using congrFun (congrFun h 1) 0
    have h11 : X 1 1 = 0 := by simpa using congrFun (congrFun h 1) 1
    ext i j
    fin_cases i <;> fin_cases j <;> simp [h01, h10, h11]

end

end LindbladKronecker
```

```lean
#print axioms LindbladKronecker.exists_hermitian_stationary
#print axioms LindbladKronecker.lindblad_one
#print axioms LindbladKronecker.decay_stationary_iff
```

```
'LindbladKronecker.exists_hermitian_stationary' depends on axioms: [propext, Classical.choice, Quot.sound]
'LindbladKronecker.lindblad_one' depends on axioms: [propext, Classical.choice, Quot.sound]
'LindbladKronecker.decay_stationary_iff' depends on axioms: [propext, Classical.choice, Quot.sound]
```
